# A rank-one defect puts at most one level in the gap of a finite Hermitian host

After diagonalising a tight-binding matrix with a defect in it, one picks out the eigenvalues that lie in the host's gap, here an open energy interval without eigenvalues of the finite defect-free matrix. If the Hamiltonian is non-interacting, and the defect only shifts the energy of one basis orbital (one spin-orbital, if the matrix includes spin), at most one eigenvalue can be there. A second one, inside the gap by more than the rounding error, shows that the matrix was changed in some other way.

"Level" means a one-particle eigenvalue here, not a charge transition level. For a real material, it remains to be justified that the defect changes the host matrix by a rank-one term; lattice relaxation, for example, generally changes further matrix elements.

## Host, window and defect

The host is a Hermitian matrix $A$ over `𝕜`, which is ℝ or ℂ, so real symmetric matrices are included. The finite type `n` labels $d$ orthonormal basis orbitals.

In Lean 4 with Mathlib:

```lean
import Mathlib

open Matrix

namespace DefectGapLevels

noncomputable section

variable {𝕜 : Type*} [RCLike 𝕜] {n : Type*} [Fintype n] [DecidableEq n]
  {A B : Matrix n n 𝕜} {a b : ℝ}
```

Write $\varepsilon_i$ and $u_i$ for the eigenvalues and orthonormal eigenvectors of $A$ (`hA.eigenvalues i`, `hA.eigenvectorBasis i`). `levelsIn` collects the indices with $a<\varepsilon_i<b$. Its size $N_A$ counts multiplicity, and levels at the window's edges are left out.

```lean
/-- The levels of a Hermitian matrix with energy strictly between `a` and `b`, labelled so that
a degenerate level appears as often as its multiplicity. -/
def levelsIn (hA : A.IsHermitian) (a b : ℝ) : Finset n :=
  Finset.univ.filter fun i => a < hA.eigenvalues i ∧ hA.eigenvalues i < b
```

The residual measures how far a state $x$ is from being an eigenvector at energy $c$.

```lean
/-- The residual `(A - c) x` of a state `x` at the trial energy `c`. -/
def residual (A : Matrix n n 𝕜) (c : ℝ) (x : EuclideanSpace 𝕜 n) : EuclideanSpace 𝕜 n :=
  WithLp.toLp 2 (A *ᵥ x.ofLp) - (c : 𝕜) • x
```

The defect has real strength $s$ on an orbital $v$, which need not be normalised. For $v\neq0$, the strength on the normalised orbital is $s\|v\|^2$.

```lean
/-- The host `A` with a rank-one defect of real strength `s` on the orbital `v`:
`A + s v v†`. -/
def addDefect (A : Matrix n n 𝕜) (s : ℝ) (v : n → 𝕜) : Matrix n n 𝕜 :=
  A + (s : 𝕜) • vecMulVec v (star v)
```

## (a) Residual amplitudes

Find the component of the residual along $u_i$:
$$\langle u_i,(A-c)x\rangle=(\varepsilon_i-c)\langle u_i,x\rangle .$$

Since $A=A^\dagger$ and $\varepsilon_i$ is real, the adjoint of $Au_i=\varepsilon_iu_i$ is $u_i^\dagger A=\varepsilon_iu_i^\dagger$ (`h` in the code). Apply this to $x$ (`h2`) and subtract $c\langle u_i,x\rangle$.

```lean
/-- For Hermitian `A`, the amplitude of the residual on an eigenvector is the amplitude of the
state times the distance of the eigenvalue from the trial energy. -/
theorem inner_residual (hA : A.IsHermitian) (c : ℝ) (x : EuclideanSpace 𝕜 n) (i : n) :
    inner 𝕜 (hA.eigenvectorBasis i) (residual A c x)
      = ((hA.eigenvalues i - c : ℝ) : 𝕜) * inner 𝕜 (hA.eigenvectorBasis i) x := by
  -- the eigenvector equation, read from the left
  have h : star (hA.eigenvectorBasis i).ofLp ᵥ* A
      = hA.eigenvalues i • star (hA.eigenvectorBasis i).ofLp := by
    have h1 := congrArg star (hA.mulVec_eigenvectorBasis i)
    rw [Matrix.star_mulVec, hA.eq] at h1
    refine h1.trans ?_
    ext k
    simp [RCLike.real_smul_eq_coe_mul]
  have h2 : inner 𝕜 (hA.eigenvectorBasis i) (WithLp.toLp 2 (A *ᵥ x.ofLp))
      = (hA.eigenvalues i : 𝕜) * inner 𝕜 (hA.eigenvectorBasis i) x := by
    rw [EuclideanSpace.inner_eq_star_dotProduct, EuclideanSpace.inner_eq_star_dotProduct]
    change (A *ᵥ x.ofLp) ⬝ᵥ star (hA.eigenvectorBasis i).ofLp = _
    rw [dotProduct_comm (A *ᵥ x.ofLp), dotProduct_comm x.ofLp, Matrix.dotProduct_mulVec, h,
      smul_dotProduct, RCLike.real_smul_eq_coe_mul]
  rw [residual, inner_sub_right, h2, inner_smul_right]
  push_cast
  ring
```

## (b) Residual norm

Express the norm through the populations:
$$\|(A-c)x\|^2=\sum_i(\varepsilon_i-c)^2|\langle u_i,x\rangle|^2 .$$

The $u_i$ are an orthonormal basis, so the squared norm is the sum of the squared amplitudes from (a).

```lean
/-- For Hermitian `A`, the squared norm of the residual is the sum of the squared distances of the
levels from the trial energy, each weighted with the squared amplitude of the state on that level.
-/
theorem norm_sq_residual (hA : A.IsHermitian) (c : ℝ) (x : EuclideanSpace 𝕜 n) :
    ‖residual A c x‖ ^ 2
      = ∑ i, (hA.eigenvalues i - c) ^ 2 * ‖inner 𝕜 (hA.eigenvectorBasis i) x‖ ^ 2 := by
  rw [← hA.eigenvectorBasis.sum_sq_norm_inner_right (residual A c x)]
  refine Finset.sum_congr rfl fun i _ => ?_
  rw [inner_residual hA, norm_mul, RCLike.norm_ofReal, mul_pow, sq_abs]
```

## (c) States outside the window

Let $a\le b$, $c=(a+b)/2$ and $\Delta=(b-a)/2$. If $x$ has no component on levels in $(a,b)$, show
$$\Delta^2\|x\|^2\le\|(A-c)x\|^2 .$$

Use
$$(\varepsilon_i-c)^2-\Delta^2=(\varepsilon_i-a)(\varepsilon_i-b).$$
This is non-negative for $\varepsilon_i\le a$ and for $\varepsilon_i\ge b$, the two cases that `nlinarith` settles. Weight with the populations and sum; levels inside contribute zero.

```lean
/-- For `a ≤ b`, a state without components on the levels in `(a, b)` has a midgap residual of
at least half the gap width times its norm. -/
theorem residual_ge (hA : A.IsHermitian) (hab : a ≤ b) {x : EuclideanSpace 𝕜 n}
    (h : ∀ i ∈ levelsIn hA a b, inner 𝕜 (hA.eigenvectorBasis i) x = 0) :
    ((b - a) / 2) ^ 2 * ‖x‖ ^ 2 ≤ ‖residual A ((a + b) / 2) x‖ ^ 2 := by
  rw [norm_sq_residual hA, ← hA.eigenvectorBasis.sum_sq_norm_inner_right x, Finset.mul_sum]
  refine Finset.sum_le_sum fun i _ => ?_
  by_cases hi : i ∈ levelsIn hA a b
  · rw [h i hi]
    simp
  · refine mul_le_mul_of_nonneg_right ?_ (sq_nonneg _)
    rcases le_or_gt (hA.eigenvalues i) a with h1 | h1
    · nlinarith [mul_nonneg (sub_nonneg.2 h1) (sub_nonneg.2 (h1.trans hab))]
    · rcases le_or_gt b (hA.eigenvalues i) with h2 | h2
      · nlinarith [mul_nonneg (sub_nonneg.2 h2) (sub_nonneg.2 (hab.trans h2))]
      · exact absurd (Finset.mem_filter.2 ⟨Finset.mem_univ i, h1, h2⟩) hi
```

## (d) States inside the window

If $x\ne0$ has components only on levels in $(a,b)$, show
$$\|(A-c)x\|^2<\Delta^2\|x\|^2 .$$

The same product is now negative (`key`). Some amplitude is nonzero because $x\neq0$, so at least one term of the sum is strictly smaller.

```lean
/-- A nonzero state built only from levels in `(a, b)` has a midgap residual strictly below half
the gap width times its norm. -/
theorem residual_lt (hA : A.IsHermitian) {x : EuclideanSpace 𝕜 n}
    (h : ∀ i, i ∉ levelsIn hA a b → inner 𝕜 (hA.eigenvectorBasis i) x = 0) (hx : x ≠ 0) :
    ‖residual A ((a + b) / 2) x‖ ^ 2 < ((b - a) / 2) ^ 2 * ‖x‖ ^ 2 := by
  have key : ∀ i ∈ levelsIn hA a b,
      (hA.eigenvalues i - (a + b) / 2) ^ 2 < ((b - a) / 2) ^ 2 := fun i hi => by
    have h1 := (Finset.mem_filter.1 hi).2
    nlinarith [mul_pos (sub_pos.2 h1.1) (sub_pos.2 h1.2)]
  -- some level is populated
  obtain ⟨i, hi⟩ : ∃ i, inner 𝕜 (hA.eigenvectorBasis i) x ≠ 0 := by
    by_contra hc
    simp only [ne_eq, not_exists, not_not] at hc
    have h0 : ‖x‖ ^ 2 = 0 := by
      rw [← hA.eigenvectorBasis.sum_sq_norm_inner_right x]
      simp [hc]
    exact hx (norm_eq_zero.1 ((pow_eq_zero_iff two_ne_zero).1 h0))
  rw [norm_sq_residual hA, ← hA.eigenvectorBasis.sum_sq_norm_inner_right x, Finset.mul_sum]
  refine Finset.sum_lt_sum (fun j _ => ?_) ⟨i, Finset.mem_univ i, ?_⟩
  · by_cases hj : j ∈ levelsIn hA a b
    · exact mul_le_mul_of_nonneg_right (key j hj).le (sq_nonneg _)
    · rw [h j hj]
      simp
  · exact mul_lt_mul_of_pos_right (key i (by_contra fun h' => hi (h i h')))
      (pow_pos (norm_pos_iff.2 hi) 2)
```

## (e) Counting by rank

For Hermitian $A$ and $B$, show
$$N_B\le N_A+\operatorname{rank}(B-A).$$

If $a>b$, the window is empty. Otherwise let $w_j$ be the eigenvectors of $B$, and map $x$ linearly to three lists:

- `f₁`: $\langle w_j,x\rangle$ for levels of $B$ outside the window;
- `f₂`: $\langle u_i,x\rangle$ for levels of $A$ inside it;
- `f₃`: $(B-A)x$, in the range of $B-A$.

Suppose $x\ne0$ is sent to zero. Then $Ax=Bx$, so the two residuals are equal, yet (d) for $B$ and (c) for $A$ contradict each other. The map is therefore injective, and comparing dimensions gives
$$d\le(d-N_B)+N_A+\operatorname{rank}(B-A).$$

```lean
/-- Passing from a Hermitian matrix `A` to a Hermitian matrix `B` adds at most `rank (B - A)`
levels to any open energy window, counted with multiplicity. -/
theorem card_levelsIn_le (hA : A.IsHermitian) (hB : B.IsHermitian) (a b : ℝ) :
    (levelsIn hB a b).card ≤ (levelsIn hA a b).card + (B - A).rank := by
  rcases le_or_gt a b with hab | hab
  swap
  · have h0 : levelsIn hB a b = ∅ :=
      Finset.filter_eq_empty_iff.2 fun i _ h => lt_asymm hab (h.1.trans h.2)
    simp [h0]
  -- amplitudes of `B` outside the window, of `A` inside it, and the action of `B - A`
  let f₁ : EuclideanSpace 𝕜 n →ₗ[𝕜] ({j // j ∈ (levelsIn hB a b)ᶜ} → 𝕜) :=
    LinearMap.pi fun j => (innerSL 𝕜 (hB.eigenvectorBasis j.1)).toLinearMap
  let f₂ : EuclideanSpace 𝕜 n →ₗ[𝕜] ({i // i ∈ levelsIn hA a b} → 𝕜) :=
    LinearMap.pi fun i => (innerSL 𝕜 (hA.eigenvectorBasis i.1)).toLinearMap
  let f₃ : EuclideanSpace 𝕜 n →ₗ[𝕜] LinearMap.range (B - A).mulVecLin :=
    (B - A).mulVecLin.rangeRestrict ∘ₗ (WithLp.linearEquiv 2 𝕜 (n → 𝕜)).toLinearMap
  have hinj : Function.Injective (f₁.prod (f₂.prod f₃)) := by
    refine (injective_iff_map_eq_zero _).2 fun x hx => ?_
    by_contra hne
    have e1 := congrArg Prod.fst hx
    have e2 := congrArg Prod.fst (congrArg Prod.snd hx)
    have e3 := congrArg Subtype.val (congrArg Prod.snd (congrArg Prod.snd hx))
    have h1 : ∀ j, j ∉ levelsIn hB a b → inner 𝕜 (hB.eigenvectorBasis j) x = 0 :=
      fun j hj => by
        have := congrFun e1 ⟨j, Finset.mem_compl.2 hj⟩
        exact this
    have h2 : ∀ i ∈ levelsIn hA a b, inner 𝕜 (hA.eigenvectorBasis i) x = 0 :=
      fun i hi => by
        have := congrFun e2 ⟨i, hi⟩
        exact this
    have h3 : (B - A) *ᵥ x.ofLp = 0 := e3
    rw [Matrix.sub_mulVec, sub_eq_zero] at h3
    -- both Hamiltonians act alike on `x`, so the two residual bounds collide
    have h4 : residual B ((a + b) / 2) x = residual A ((a + b) / 2) x := by
      simp only [residual, h3]
    have h5 := residual_lt hB h1 hne
    rw [h4] at h5
    exact absurd (residual_ge hA hab h2) (not_le_of_gt h5)
  have hdim := LinearMap.finrank_le_finrank_of_injective hinj
  simp only [Module.finrank_prod, finrank_euclideanSpace, Module.finrank_fintype_fun_eq_card,
    Fintype.card_coe] at hdim
  have hc := Finset.card_add_card_compl (levelsIn hB a b)
  have hr : (B - A).rank = Module.finrank 𝕜 (LinearMap.range (B - A).mulVecLin) := rfl
  omega
```

## (f) Hermiticity with the defect

Show that $A'=A+s\,vv^\dagger$ satisfies
$$A'^\dagger=A'.$$

The added entries are $s\,v_i\overline{v_j}$. As $s$ is real, exchanging $i$ and $j$ and conjugating returns the same entry.

```lean
omit [Fintype n] [DecidableEq n] in
/-- A Hermitian host with a rank-one defect of real strength is again Hermitian. -/
theorem addDefect_isHermitian (hA : A.IsHermitian) (s : ℝ) (v : n → 𝕜) :
    (addDefect A s v).IsHermitian := by
  refine hA.add (Matrix.IsHermitian.ext fun i j => ?_)
  simp [Matrix.vecMulVec_apply, mul_comm]
```

## (g) Change in any window

Show
$$|N_{A'}-N_A|\le1 .$$

Both $A'-A$ and $A-A'$ are multiples of $vv^\dagger$, with rank at most one. Apply (e) in each direction; the code states the two inequalities separately.

```lean
/-- A rank-one defect in a Hermitian host changes the number of levels in any open energy window
by at most one, up or down. -/
theorem card_levelsIn_addDefect (hA : A.IsHermitian) (s : ℝ) (v : n → 𝕜) (a b : ℝ) :
    (levelsIn (addDefect_isHermitian hA s v) a b).card ≤ (levelsIn hA a b).card + 1 ∧
    (levelsIn hA a b).card ≤ (levelsIn (addDefect_isHermitian hA s v) a b).card + 1 := by
  have e1 : addDefect A s v - A = vecMulVec ((s : 𝕜) • v) (star v) := by
    ext i j
    simp [addDefect, Matrix.vecMulVec_apply]
  have e2 : A - addDefect A s v = vecMulVec ((-(s : 𝕜)) • v) (star v) := by
    ext i j
    simp [addDefect, Matrix.vecMulVec_apply]
  have h1 := card_levelsIn_le hA (addDefect_isHermitian hA s v) a b
  have h2 := card_levelsIn_le (addDefect_isHermitian hA s v) hA a b
  rw [e1] at h1
  rw [e2] at h2
  exact ⟨h1.trans (Nat.add_le_add_left (Matrix.rank_vecMulVec_le _ _) _),
    h2.trans (Nat.add_le_add_left (Matrix.rank_vecMulVec_le _ _) _)⟩
```

## (h) An empty gap

If no $\varepsilon_i$ lies in $(a,b)$, show
$$N_{A'}\le1 .$$

The hypothesis `hgap` gives $N_A=0$; use (g).

```lean
/-- At most one gap level from a rank-one defect: if a Hermitian host has no eigenvalue in `(a, b)`,
then `A + s v v†` has at most one there, counted with multiplicity. -/
theorem one_gap_level (hA : A.IsHermitian) (hgap : ∀ i, hA.eigenvalues i ∉ Set.Ioo a b)
    (s : ℝ) (v : n → 𝕜) : (levelsIn (addDefect_isHermitian hA s v) a b).card ≤ 1 := by
  have h0 : levelsIn hA a b = ∅ := Finset.filter_eq_empty_iff.2 fun i _ => hgap i
  simpa [h0] using (card_levelsIn_addDefect hA s v a b).1
```

For $A=\mathrm{diag}(-1,1)$, $s=1$ and $v=(1,1)$ (strength 2 on the normalised orbital),
$$A'=\begin{pmatrix}0&1\\1&2\end{pmatrix},\qquad \lambda=1\pm\sqrt2\approx-0.414,\ 2.414 .$$
One level lies in $(-1,1)$, so the bound is attained.

Allowing even one host level in the window breaks it: $\mathrm{diag}(0,2)$ with $s=-2$, $v=(0,1)$ becomes the zero matrix, with two levels in $(-1,1)$.

## (i) Several defect orbitals

Let the host gap be empty again, and let $B=A+VCV^\dagger$ be Hermitian, where $V$ has $r$ columns, the defect orbitals, and $C$ couples them. Show
$$N_B\le r .$$

By (e), $N_B\le\operatorname{rank}(VCV^\dagger)\le\operatorname{rank}V\le r$. The columns may be linearly dependent. In the code `r` is the type labelling them, and `Fintype.card r` is their number.

```lean
/-- If a Hermitian host has no eigenvalue in `(a, b)`, a Hermitian perturbation `V C V†` acting
through defect orbitals, the columns of `V`, puts at most as many levels there as `V` has columns.
-/
theorem gap_levels_le_orbitals {r : Type*} [Fintype r] (hA : A.IsHermitian)
    (hgap : ∀ i, hA.eigenvalues i ∉ Set.Ioo a b) (V : Matrix n r 𝕜) (C : Matrix r r 𝕜)
    (hB : (A + V * C * Vᴴ).IsHermitian) : (levelsIn hB a b).card ≤ Fintype.card r := by
  have h0 : levelsIn hA a b = ∅ := Finset.filter_eq_empty_iff.2 fun i _ => hgap i
  have h := card_levelsIn_le hA hB a b
  rw [h0, Finset.card_empty, zero_add, add_sub_cancel_left] at h
  -- the perturbation factors through the defect orbitals
  have hr : (V * C * Vᴴ).rank ≤ Fintype.card r := by
    rw [Matrix.mul_assoc]
    exact (Matrix.rank_mul_le_left _ _).trans (Matrix.rank_le_card_width V)
  exact h.trans hr

end

end DefectGapLevels
```

```lean
#print axioms DefectGapLevels.one_gap_level
#print axioms DefectGapLevels.gap_levels_le_orbitals
```

```
'DefectGapLevels.one_gap_level' depends on axioms: [propext, Classical.choice, Quot.sound]
'DefectGapLevels.gap_levels_le_orbitals' depends on axioms: [propext, Classical.choice, Quot.sound]
```
